# Helicon dispersion and damping in a Drude conductor

Take the matrix $\begin{pmatrix}1&1\\-1&1\end{pmatrix}$ and apply it to the vector $(1,i)$. The result is $(1+i,\,-1+i)=(1+i)\,(1,i)$, so the vector is only rescaled. If an amplitude $a$ with time factor $e^{-i\omega t}$ obeys $i\omega a=\begin{pmatrix}1&1\\-1&1\end{pmatrix}a$, then $a=(1,i)$ is a solution with $i\omega=1+i$, that is $\omega=1-i$. The diagonal entries have produced the damping, the antisymmetric entries the oscillation, and the solution is circularly polarised. In the simple model treated below, a helicon travelling along the static field is described by this calculation with the physical constants restored.

## Physical setting

A conductor sits in a static magnetic field $B$ along $z$. It has one type of carrier, electrons of charge $-e$, mass $m$, density $n$ and relaxation time $\tau$. A small disturbance varies as $\exp(i(qz-\omega t))$, with real wavenumber $q$ and complex frequency $\omega$. Its current $j$, electric field $E$ and magnetic field $b$ are transverse, so each amplitude is a complex vector with components numbered 0 (along $x$) and 1 (along $y$).

When the inertia of the electrons is neglected, Drude theory gives Ohm's law in the form

$$E=\rho_0 Mj,\qquad M=\begin{pmatrix}1&u\\-u&1\end{pmatrix},\qquad \rho_0=\frac{m}{ne^2\tau},\qquad u=\omega_c\tau,\quad \omega_c=\frac{eB}{m}.$$

Here $\rho_0$ is the resistivity without a magnetic field, $\omega_c$ the cyclotron frequency and $u$ the Hall parameter. Faraday's law, and Ampère's law without displacement current, become

$$i\omega b=iq\,\hat z\times E,\qquad \mu_0 j=iq\,\hat z\times b,$$

where $\mu_0$ is the vacuum permeability and $\hat z\times(v_0,v_1)=(-v_1,v_0)$.

## Statement

Let $D=\rho_0/\mu_0$, the magnetic diffusivity. Eliminating $b$ leaves the mode equation $i\omega a=Dq^2Ma$ for the current amplitude $a$. It has a nonzero solution exactly when

$$\omega=Dq^2(u-i)\quad\text{or}\quad \omega=Dq^2(-u-i).$$

If $D$ and $q$ are nonzero and $u>0$, every mode satisfies $|\mathrm{Im}\,\omega/\mathrm{Re}\,\omega|=1/u$. For the Drude values, $Du=B/(\mu_0ne)$.

In this one-carrier Drude model without electron inertia, the oscillation frequency at given $q$ and $B$ therefore depends on the electronic structure through the carrier density $n$ alone, since the mass and the relaxation time cancel.

## Derivation

**Eliminating the magnetic field.** Multiply Ampère's law by $i\omega$ and insert Faraday's law:

$$i\omega\mu_0 j=iq\,\hat z\times(i\omega b)=(iq)^2\,\hat z\times(\hat z\times E)=q^2E=q^2\rho_0Mj.$$

Here $\hat z\times(\hat z\times E)=-E$ because $E$ is transverse. Division by $\mu_0$ gives the mode equation.

Conversely, let $j$ solve the mode equation with $q\neq0$. Ampère's law dictates $b=(i\mu_0/q)\,\hat z\times j$, and Faraday's law then holds:

$$i\omega b=\frac{i\mu_0}{q}\,\hat z\times(i\omega j)=\frac{i\mu_0}{q}\,\frac{\rho_0}{\mu_0}q^2\,\hat z\times Mj=iq\,\hat z\times(\rho_0Mj).$$

**Decoupling.** Write $K=Dq^2$. In components,

$$i\omega a_0=K(a_0+ua_1),\qquad i\omega a_1=K(-ua_0+a_1).$$

Subtract $i$ times the second equation from the first:

$$i\omega(a_0-ia_1)=K\big[(1+iu)a_0+(u-i)a_1\big]=K(1+iu)(a_0-ia_1).$$

Adding $i$ times the second equation gives the same relation with $a_0+ia_1$ and $1-iu$. After multiplication by $-i$ the two read

$$\big(\omega-K(u-i)\big)(a_0-ia_1)=0,\qquad \big(\omega-K(-u-i)\big)(a_0+ia_1)=0.$$

If $\omega$ is neither of the two frequencies, both combinations vanish, and hence $a_0=a_1=0$. A nonzero solution therefore needs one of the two frequencies.

**Both frequencies occur.** We have $M(1,i)=(1+iu)(1,i)$ and $M(1,-i)=(1-iu)(1,-i)$, so these vectors are modes on the first and second branch. Normalised, they are $(1,\pm i)/\sqrt2$. For positive $D$, $q$ and $u$ the second frequency has a negative real part. The real parts of the two waves therefore travel in opposite directions along $z$, but at a fixed point both turn in the same sense about the static field.

**Polarisation.** The two frequencies differ by $2Dq^2u$. When this is nonzero, a mode on the first branch must have $a_0+ia_1=0$, which is $a_1=ia_0$.

**Damping.** On either branch $\mathrm{Re}\,\omega=\pm Dq^2u$ and $\mathrm{Im}\,\omega=-Dq^2$, so the ratio has absolute value $1/u$. For $D>0$ the amplitude falls by the factor $e^{-2\pi/u}$ in one period.

**Drude values.** Substitution gives

$$Du=\frac{m}{\mu_0ne^2\tau}\cdot\frac{eB\tau}{m}=\frac{B}{\mu_0ne},\qquad \mathrm{Re}\,\omega=\frac{Bq^2}{\mu_0ne}\ \text{ on the first branch.}$$

**Limiting case.** At $u=0$ the matrix $M$ is the identity. The two frequencies merge into $-iDq^2$, which is ordinary magnetic diffusion without oscillation, and every nonzero vector is a mode. The polarisation is then no longer fixed, which is why that result needs $u\neq0$.

## What the formal version assumes

Amplitudes have type `Fin 2 → ℂ`, the parameters are real and `ω` is complex. `hallMatrix u` is $M$, and `zCross` is $\hat z\times$. `IsFieldSolution` states the two field equations, with Ohm's law already inserted for $E$. `IsMode D q u ω a` says that `a` is nonzero and obeys the mode equation. `heliconFreq D q u` is the first-branch frequency; replacing `u` by `-u` gives the second.

The main theorems read as follows.

- `field_solution_iff_mode`: for nonzero `μ₀` and `q`, a current `j` is nonzero and solves the field equations with some `b` exactly when it is a mode with $D=\rho_0/\mu_0$.
- `helicon_dispersion`: a mode of frequency `ω` exists exactly when `ω` is one of the two values. No sign or nonvanishing condition is needed.
- `helicon_polarisation`: for nonzero `D`, `q` and `u`, the first-branch modes are exactly the nonzero vectors with $a_1=ia_0$.
- `damping_ratio`: for nonzero `D` and `q` and positive `u`, every mode has the ratio $1/u$.
- `drude_helicon`: for nonzero `μ₀`, `m`, `n`, `e` and `τ`, the Drude relations hold after multiplication by $\mu_0ne$. Under these hypotheses no denominator vanishes, so no division by zero is involved.

The physics enters through the definitions. The resistivity matrix is not derived from an equation of motion, and the field equations are stated for amplitudes, after the plane wave has been inserted. The model is an unbounded, uniform medium with a local response and wave propagation along the static field. It leaves out displacement current, electron inertia, surfaces and several carrier types.

In Lean 4 with Mathlib:

```lean
import Mathlib

open Complex Matrix

namespace HeliconDispersion

noncomputable section

/-- The resistivity matrix of a conductor in a magnetic field along `z`, in units of the
zero-field resistivity, with Hall parameter `u`. -/
def hallMatrix (u : ℝ) : Matrix (Fin 2) (Fin 2) ℂ := !![1, (u : ℂ); -(u : ℂ), 1]

/-- The cross product of the unit vector along `z` with a transverse vector. -/
def zCross (v : Fin 2 → ℂ) : Fin 2 → ℂ := ![-v 1, v 0]

/-- Faraday's law, with the electric field given by Ohm's law, and Ampère's law without
displacement current, for transverse amplitudes `b` (magnetic field) and `j` (current)
varying as `exp (i (q z - ω t))`. -/
def IsFieldSolution (μ₀ ρ₀ q u : ℝ) (ω : ℂ) (b j : Fin 2 → ℂ) : Prop :=
  (I * ω) • b = (I * (q : ℂ)) • zCross ((ρ₀ : ℂ) • (hallMatrix u *ᵥ j)) ∧
    (μ₀ : ℂ) • j = (I * (q : ℂ)) • zCross b

/-- A nonzero amplitude `a` obeying `i ω a = D q² M a`, with `M` the Hall matrix. -/
def IsMode (D q u : ℝ) (ω : ℂ) (a : Fin 2 → ℂ) : Prop :=
  a ≠ 0 ∧ (I * ω) • a = ((D * q ^ 2 : ℝ) : ℂ) • (hallMatrix u *ᵥ a)

/-- The complex frequency `D q² (u - i)`. -/
def heliconFreq (D q u : ℝ) : ℂ := ((D * q ^ 2 : ℝ) : ℂ) * ((u : ℂ) - I)

/-- The Drude resistivity `m / (n e² τ)`. -/
def drudeResistivity (m n e τ : ℝ) : ℝ := m / (n * e ^ 2 * τ)

/-- The cyclotron frequency `e B / m`. -/
def cyclotronFreq (e B m : ℝ) : ℝ := e * B / m

/-- The Hall matrix acting on a transverse vector, in components. -/
lemma hallMatrix_mulVec (u : ℝ) (a : Fin 2 → ℂ) :
    hallMatrix u *ᵥ a = ![a 0 + u * a 1, -u * a 0 + a 1] := by
  ext i
  fin_cases i <;> simp [hallMatrix, Matrix.mulVec, dotProduct, Fin.sum_univ_two]

/-- The mode equation in components. -/
lemma mode_components (K ω : ℂ) (u : ℝ) (a : Fin 2 → ℂ) :
    (I * ω) • a = K • (hallMatrix u *ᵥ a) ↔
      I * ω * a 0 = K * (a 0 + u * a 1) ∧ I * ω * a 1 = K * (-u * a 0 + a 1) := by
  rw [hallMatrix_mulVec]
  simp only [funext_iff, Fin.forall_fin_two, Pi.smul_apply, smul_eq_mul,
    Matrix.cons_val_zero, Matrix.cons_val_one, Matrix.cons_val_fin_one]

/-- The field equations in components. -/
lemma field_components (μ₀ ρ₀ q u : ℝ) (ω : ℂ) (b j : Fin 2 → ℂ) :
    IsFieldSolution μ₀ ρ₀ q u ω b j ↔
      (I * ω * b 0 = I * q * -(ρ₀ * (-u * j 0 + j 1)) ∧
        I * ω * b 1 = I * q * (ρ₀ * (j 0 + u * j 1))) ∧
      (μ₀ * j 0 = I * q * -b 1 ∧ μ₀ * j 1 = I * q * b 0) := by
  rw [IsFieldSolution, hallMatrix_mulVec]
  simp only [zCross, funext_iff, Fin.forall_fin_two, Pi.smul_apply, smul_eq_mul,
    Matrix.cons_val_zero, Matrix.cons_val_one, Matrix.cons_val_fin_one]

/-- For nonzero `μ₀` and `q`, a current amplitude is nonzero and solves the field equations together with some magnetic
amplitude exactly when it is a mode with magnetic diffusivity `D = ρ₀ / μ₀`. -/
theorem field_solution_iff_mode {μ₀ q : ℝ} (hμ : μ₀ ≠ 0) (hq : q ≠ 0) (ρ₀ u : ℝ)
    (ω : ℂ) (j : Fin 2 → ℂ) :
    (j ≠ 0 ∧ ∃ b, IsFieldSolution μ₀ ρ₀ q u ω b j) ↔ IsMode (ρ₀ / μ₀) q u ω j := by
  have hμ' : (μ₀ : ℂ) ≠ 0 := by exact_mod_cast hμ
  have hq' : (q : ℂ) ≠ 0 := by exact_mod_cast hq
  have hK : ((ρ₀ / μ₀ * q ^ 2 : ℝ) : ℂ) * μ₀ = ρ₀ * q ^ 2 := by
    have h : ρ₀ / μ₀ * q ^ 2 * μ₀ = ρ₀ * q ^ 2 := by field_simp
    exact_mod_cast h
  unfold IsMode
  rw [mode_components]
  generalize ((ρ₀ / μ₀ * q ^ 2 : ℝ) : ℂ) = K at hK ⊢
  constructor
  · -- insert Faraday's law into Ampère's law
    rintro ⟨hj, b, hb⟩
    obtain ⟨⟨f0, f1⟩, m0, m1⟩ := (field_components μ₀ ρ₀ q u ω b j).1 hb
    refine ⟨hj, mul_left_cancel₀ hμ' ?_, mul_left_cancel₀ hμ' ?_⟩
    · linear_combination I * ω * m0 - I * q * f1 - q ^ 2 * ρ₀ * (j 0 + u * j 1) * I_sq
        - (j 0 + u * j 1) * hK
    · linear_combination I * ω * m1 + I * q * f0 - q ^ 2 * ρ₀ * (-u * j 0 + j 1) * I_sq
        - (-u * j 0 + j 1) * hK
  · -- Ampère's law dictates the magnetic amplitude
    rintro ⟨hj, g0, g1⟩
    obtain ⟨c, hc⟩ : ∃ c : ℂ, c * q = I * μ₀ := ⟨I * μ₀ / q, div_mul_cancel₀ _ hq'⟩
    have hcK : c * K = I * ρ₀ * q := by
      apply mul_left_cancel₀ hq'
      linear_combination K * hc + I * hK
    refine ⟨hj, ![-(c * j 1), c * j 0], (field_components _ _ _ _ _ _ _).2 ?_⟩
    simp only [Matrix.cons_val_zero, Matrix.cons_val_one, Matrix.cons_val_fin_one]
    refine ⟨⟨?_, ?_⟩, ?_, ?_⟩
    · linear_combination -c * g1 - (-u * j 0 + j 1) * hcK
    · linear_combination c * g0 + (j 0 + u * j 1) * hcK
    · linear_combination I * j 0 * hc + μ₀ * j 0 * I_sq
    · linear_combination I * j 1 * hc + μ₀ * j 1 * I_sq

/-- In the circular combinations `a₀ - i a₁` and `a₀ + i a₁` the mode equation decouples. -/
lemma mode_factors {D q u : ℝ} {ω : ℂ} {a : Fin 2 → ℂ} (h : IsMode D q u ω a) :
    (ω - heliconFreq D q u) * (a 0 - I * a 1) = 0 ∧
      (ω - heliconFreq D q (-u)) * (a 0 + I * a 1) = 0 := by
  obtain ⟨h0, h1⟩ := (mode_components _ _ _ _).1 h.2
  unfold heliconFreq
  rw [ofReal_neg]
  generalize ((D * q ^ 2 : ℝ) : ℂ) = K at h0 h1 ⊢
  constructor
  · linear_combination -I * h0 - h1 + (ω * a 0 - K * a 1) * I_sq
  · linear_combination -I * h0 + h1 + (ω * a 0 + K * a 1) * I_sq

/-- A nonzero amplitude with `a₁ = i a₀` is a mode of frequency `D q² (u - i)`. -/
lemma circular_mode (D q u : ℝ) {a : Fin 2 → ℂ} (ha : a ≠ 0) (h : a 1 = I * a 0) :
    IsMode D q u (heliconFreq D q u) a := by
  refine ⟨ha, (mode_components _ _ _ _).2 ?_⟩
  unfold heliconFreq
  rw [h]
  generalize ((D * q ^ 2 : ℝ) : ℂ) = K
  constructor
  · linear_combination -K * a 0 * I_sq
  · linear_combination (K * u - K * I) * a 0 * I_sq

/-- Helicon dispersion relation: a mode of frequency `ω` exists exactly when
`ω = D q² (u - i)` or `ω = D q² (-u - i)`. -/
theorem helicon_dispersion (D q u : ℝ) (ω : ℂ) :
    (∃ a, IsMode D q u ω a) ↔
      ω = ((D * q ^ 2 : ℝ) : ℂ) * (u - I) ∨ ω = ((D * q ^ 2 : ℝ) : ℂ) * (-u - I) := by
  constructor
  · rintro ⟨a, h⟩
    obtain ⟨h1, h2⟩ := mode_factors h
    rcases mul_eq_zero.1 h1 with e1 | e1
    · exact Or.inl (sub_eq_zero.1 e1)
    rcases mul_eq_zero.1 h2 with e2 | e2
    · right
      rw [sub_eq_zero.1 e2, heliconFreq, ofReal_neg]
    -- both circular components vanish, so the amplitude is zero
    refine absurd ?_ h.1
    ext i
    fin_cases i
    · change a 0 = 0
      linear_combination (e1 + e2) / 2
    · change a 1 = 0
      linear_combination I / 2 * (e1 - e2) + a 1 * I_sq
  · rintro (rfl | rfl)
    · exact ⟨![1, I], circular_mode D q u (fun h => one_ne_zero (congrFun h 0)) (by simp)⟩
    · refine ⟨![1, -I], fun h => one_ne_zero (congrFun h 0), (mode_components _ _ _ _).2 ?_⟩
      simp only [Matrix.cons_val_zero, Matrix.cons_val_one, Matrix.cons_val_fin_one]
      generalize ((D * q ^ 2 : ℝ) : ℂ) = K
      constructor
      · linear_combination -K * I_sq
      · linear_combination (K * u + K * I) * I_sq

/-- For nonzero `D`, `q` and `u`, the modes of frequency `D q² (u - i)` are exactly the nonzero circularly polarised
amplitudes with `a₁ = i a₀`. -/
theorem helicon_polarisation {D q u : ℝ} (hD : D ≠ 0) (hq : q ≠ 0) (hu : u ≠ 0)
    (a : Fin 2 → ℂ) :
    IsMode D q u (heliconFreq D q u) a ↔ a ≠ 0 ∧ a 1 = I * a 0 := by
  refine ⟨fun h => ⟨h.1, ?_⟩, fun h => circular_mode D q u h.1 h.2⟩
  have hne : heliconFreq D q u - heliconFreq D q (-u) ≠ 0 := by
    have h2 : heliconFreq D q u - heliconFreq D q (-u) = ((2 * (D * q ^ 2) * u : ℝ) : ℂ) := by
      unfold heliconFreq
      push_cast
      ring
    rw [h2]
    exact ofReal_ne_zero.2 (by positivity)
  have e := (mul_eq_zero.1 (mode_factors h).2).resolve_left hne
  linear_combination -I * e + a 1 * I_sq

/-- Real and imaginary parts of the frequency `D q² (u - i)`. -/
lemma heliconFreq_re_im (D q u : ℝ) :
    (heliconFreq D q u).re = D * q ^ 2 * u ∧ (heliconFreq D q u).im = -(D * q ^ 2) := by
  unfold heliconFreq
  rw [re_ofReal_mul, im_ofReal_mul]
  simp

/-- For nonzero `D` and `q` and positive `u`, the ratio `Im ω / Re ω` of every mode is `1 / u` in
absolute value. -/
theorem damping_ratio {D q u : ℝ} (hD : D ≠ 0) (hq : q ≠ 0) (hu : 0 < u) {ω : ℂ}
    {a : Fin 2 → ℂ} (h : IsMode D q u ω a) : |ω.im / ω.re| = 1 / u := by
  have hK : D * q ^ 2 ≠ 0 := mul_ne_zero hD (pow_ne_zero 2 hq)
  have hω : ω = heliconFreq D q u ∨ ω = heliconFreq D q (-u) := by
    simpa only [heliconFreq, ofReal_neg] using (helicon_dispersion D q u ω).1 ⟨a, h⟩
  rcases hω with rfl | rfl
  · rw [(heliconFreq_re_im D q u).1, (heliconFreq_re_im D q u).2, abs_div, abs_neg, abs_mul _ u,
      abs_of_pos hu, div_mul_eq_div_div, div_self (abs_ne_zero.2 hK)]
  · rw [(heliconFreq_re_im D q (-u)).1, (heliconFreq_re_im D q (-u)).2, abs_div, abs_neg,
      abs_mul _ (-u), abs_neg u, abs_of_pos hu, div_mul_eq_div_div,
      div_self (abs_ne_zero.2 hK)]

/-- For nonzero `μ₀`, `m`, `n`, `e`, `τ` and the Drude values `D = ρ₀ / μ₀` and `u = ω_c τ`, the product `D u` times `μ₀ n e` is `B`,
and the real part of the frequency `D q² (u - i)` times `μ₀ n e` is `B q²`. -/
theorem drude_helicon {μ₀ m n e τ : ℝ} (hμ : μ₀ ≠ 0) (hm : m ≠ 0) (hn : n ≠ 0)
    (he : e ≠ 0) (hτ : τ ≠ 0) (B q : ℝ) :
    μ₀ * n * e * (drudeResistivity m n e τ / μ₀ * (cyclotronFreq e B m * τ)) = B ∧
      μ₀ * n * e * (heliconFreq (drudeResistivity m n e τ / μ₀) q
        (cyclotronFreq e B m * τ)).re = B * q ^ 2 := by
  have h : μ₀ * n * e * (drudeResistivity m n e τ / μ₀ * (cyclotronFreq e B m * τ)) = B := by
    unfold drudeResistivity cyclotronFreq
    field_simp
  refine ⟨h, ?_⟩
  rw [(heliconFreq_re_im _ _ _).1]
  linear_combination q ^ 2 * h

end

end HeliconDispersion
```

```lean
#print axioms HeliconDispersion.helicon_dispersion
#print axioms HeliconDispersion.helicon_polarisation
#print axioms HeliconDispersion.damping_ratio
#print axioms HeliconDispersion.drude_helicon
```

```
'HeliconDispersion.helicon_dispersion' depends on axioms: [propext, Classical.choice, Quot.sound]
'HeliconDispersion.helicon_polarisation' depends on axioms: [propext, Classical.choice, Quot.sound]
'HeliconDispersion.damping_ratio' depends on axioms: [propext, Classical.choice, Quot.sound]
'HeliconDispersion.drude_helicon' depends on axioms: [propext, Classical.choice, Quot.sound]
```

## Notes on the proof

**Components.** `hallMatrix_mulVec` computes $Ma$. `mode_components` and `field_components` turn the vector equations into scalar ones, and the later proofs work with these. Most of the remaining algebra is done by `linear_combination`, which checks that a goal is a stated combination of known equations. The term `I_sq` supplies $i^2=-1$.

**Elimination.** In `field_solution_iff_mode`, the forward direction cancels a factor $\mu_0$ and combines Ampère's law with Faraday's law, as above. The reverse direction introduces a number `c` with $cq=i\mu_0$ and takes $b=(-cj_1,\,cj_0)$, which is $(i\mu_0/q)\,\hat z\times j$. The four component equations are then checked in turn.

**Dispersion.** `mode_factors` proves the two decoupled equations. `helicon_dispersion` splits each product into its factors. A vanishing frequency factor gives one of the two branches. If instead both circular combinations vanish, the proof recovers $a_0=0$ from their sum and $a_1=0$ from their difference, contradicting that `a` is nonzero. For the converse, `circular_mode` shows that any nonzero vector with $a_1=ia_0$ is a first-branch mode, and it is applied to `![1, I]`. The vector `![1, -I]` is checked directly on the second branch.

**Polarisation.** `helicon_polarisation` computes the difference of the two frequencies as $2Dq^2u$ and shows that it is nonzero. The second equation of `mode_factors` then forces $a_0+ia_1=0$. The other direction is `circular_mode` again.

**Damping and Drude values.** `heliconFreq_re_im` reads off the real and imaginary parts. `damping_ratio` uses the dispersion theorem to place the mode on one of the branches, then cancels $|Dq^2|$ in each case. In `drude_helicon`, `field_simp` carries out the cancellation of $m$, $\tau$ and the remaining factors in the first relation. Multiplying that relation by $q^2$ gives the second.
